# Every eigenvalue of a bosonic mode's number operator is a natural number

For a single bosonic mode, the lemma says that if a nonzero vector φ satisfies Nφ = μφ, with N = a†a, then the complex number μ is a natural number, zero included. The operators a and a† act on the whole of a complex inner-product space, are adjoint to each other, and satisfy aa† − a†a = 1. The vector φ need not be normalised, so the expectation value of N in the corresponding normalised state is ‖aφ‖²/‖φ‖². The proof is by induction on a natural number greater than the real part of μ: a negative real part would contradict the positivity of the norm, and otherwise either aφ = 0, which gives μ = 0, or aφ is an eigenvector with eigenvalue μ − 1.

As first written in Lean, the proof fails:

```lean
import Mathlib

open scoped InnerProductSpace

namespace AntibunchingLimit

noncomputable section

/-- A bosonic mode: mutually adjoint lowering and raising operators `a` and `ad` on a complex
inner-product space, with commutator one. -/
structure BosonMode (V : Type*) [NormedAddCommGroup V] [InnerProductSpace ℂ V] where
  /-- The annihilation operator. -/
  a : V →ₗ[ℂ] V
  /-- The creation operator. -/
  ad : V →ₗ[ℂ] V
  adjoint : ∀ x y, inner ℂ (ad x) y = inner ℂ x (a y)
  comm : ∀ x, a (ad x) - ad (a x) = x

/- Remark: the standard instance is the space of polynomials with `a` the derivative, `ad`
multiplication by the variable, and monomials orthogonal with squared norm `n!`.
Its construction is not carried out here. -/

namespace BosonMode

variable {V : Type*} [NormedAddCommGroup V] [InnerProductSpace ℂ V] (M : BosonMode V)

/-- The photon number operator `N = a† a`. -/
def number : V →ₗ[ℂ] V := M.ad ∘ₗ M.a

/-- The inner product of a vector with itself is its squared norm. -/
theorem inner_self_real (x : V) : inner ℂ x x = ((‖x‖ ^ 2 : ℝ) : ℂ) := by
  rw [inner_self_eq_norm_sq_to_K]
  exact (Complex.ofReal_pow _ _).symm

/-- A creation operator in the right slot acts as an annihilation operator in the left slot. -/
theorem inner_ad_right (x y : V) : inner ℂ x (M.ad y) = inner ℂ (M.a x) y := by
  rw [← inner_conj_symm x (M.ad y), M.adjoint, inner_conj_symm]

/-- The expectation value of `N` is the squared norm of `a ψ`. -/
theorem number_expectation (ψ : V) :
    inner ℂ ψ (M.number ψ) = ((‖M.a ψ‖ ^ 2 : ℝ) : ℂ) := by
  change inner ℂ ψ (M.ad (M.a ψ)) = _
  rw [inner_ad_right, inner_self_real]

/-- Every eigenvalue of the photon number operator is a natural number. -/
theorem eigenvalue_natural (μ : ℂ) (φ : V) (hφ : φ ≠ 0) (hN : M.number φ = μ • φ) :
    ∃ n : ℕ, μ = n := by
  obtain ⟨k, hk⟩ := exists_nat_gt μ.re
  induction k generalizing μ φ with
  | zero =>
    -- a negative eigenvalue would give `a φ` a negative squared norm
    have h := M.number_expectation φ
    rw [hN, inner_smul_right, inner_self_real] at h
    have h' := congrArg Complex.re h
    rw [Complex.re_mul_ofReal, Complex.ofReal_re] at h'
    have hp : 0 < ‖φ‖ ^ 2 := pow_pos (norm_pos_iff.mpr hφ) 2
    have hk' : μ.re < 0 := by simpa using hk
    nlinarith [sq_nonneg ‖M.a φ‖, mul_neg_of_neg_of_pos hk' hp]
  | succ k ih =>
    have hN' : M.ad (M.a φ) = μ • φ := hN
    by_cases h0 : M.a φ = 0
    · rw [h0, map_zero] at hN'
      exact ⟨0, by simpa using (smul_eq_zero.mp hN'.symm).resolve_right hφ⟩
    · -- lowering the state lowers the eigenvalue by one
      have hl : M.number (M.a φ) = (μ - 1) • M.a φ := by
        have hc := M.comm (M.a φ)
        rw [hN', map_smul] at hc
        change M.ad (M.a (M.a φ)) = _
        rw [sub_smul, one_smul]
        nth_rewrite 2 [← hc]
        abel
      have hlt : (μ - 1).re < (k : ℝ) := by
        push_cast at hk
        rw [Complex.sub_re, Complex.one_re]
        linarith
      obtain ⟨n, hn⟩ := ih (μ - 1) (M.a φ) h0 hl hlt
      exact ⟨n + 1, by push_cast; linear_combination hn⟩

end BosonMode

end

end AntibunchingLimit
```

Lean reports:

```
Try this:
  [apply] abel_nf
Main.lean:65:54: error: unsolved goals
V : Type u_1
inst✝¹ : NormedAddCommGroup V
inst✝ : InnerProductSpace ℂ V
M : BosonMode V
k : ℕ
ih : ∀ (μ : ℂ) (φ : V), φ ≠ 0 → M.number φ = μ • φ → μ.re < ↑k → ∃ n, μ = ↑n
μ : ℂ
φ : V
hφ : φ ≠ 0
hN : M.number φ = μ • φ
hk : μ.re < ↑(k + 1)
hN' : M.ad (M.a φ) = μ • φ
h0 : ¬M.a φ = 0
hc : μ • M.a φ - M.ad (M.a (M.a φ)) = M.a φ
⊢ M.ad (M.a (M.a φ)) = μ • (μ • M.a φ + -1 • M.ad (M.a (M.a φ))) + -1 • M.a φ
```

Diagnosis. The error comes in the proof of `hl`, that lowering the state lowers the eigenvalue by one. After `rw [sub_smul, one_smul]`, the goal is `M.ad (M.a (M.a φ)) = μ • M.a φ - M.a φ`. Here `M.a φ` occurs three times: inside the left side, under `μ •`, and as the last term. `nth_rewrite 2 [← hc]` replaces the second, where the third was needed, and so puts the whole left side of `hc` under the scalar `μ`.

`abel` cannot close the resulting goal, which still depends on `hc`, a hypothesis `abel` does not use. The suggestion `abel_nf` only offers to normalise the expression, and the "unsolved goals" message shows what remains, with the nested `μ • (μ • M.a φ + ...)`.

The repair drops both steps and rearranges `hc` directly. `sub_eq_iff_eq_add` moves the subtracted term across the equality, `.symm` turns the equation round, and `eq_sub_of_add_eq'` gives exactly the goal, with no occurrence to count.

After these edits no error is left:

```diff
@@ -68,6 +68,5 @@
         change M.ad (M.a (M.a φ)) = _
         rw [sub_smul, one_smul]
-        nth_rewrite 2 [← hc]
-        abel
+        exact eq_sub_of_add_eq' (sub_eq_iff_eq_add.mp hc).symm
       have hlt : (μ - 1).re < (k : ℝ) := by
         push_cast at hk
```
